# The many-body increment of an exponential embedding energy is a product over neighbours

In this model the embedding energy is a function $F$ of the total density, the sum of fixed real contributions $\rho_j$ from a finite set $S$ of neighbours. Its many-body increment is the alternating sum $\sum_{T\subseteq S}(-1)^{|S|+|T|}F\bigl(\sum_{j\in T}\rho_j\bigr)$. The lemma `increment_exp` states that for $F(x)=e^{cx}$, with any real $c$, this increment equals $\prod_{j\in S}(e^{c\rho_j}-1)$. The attempt goes by induction on $S$: `increment_insert` expresses the effect of a new neighbour $a$, and an intermediate step `hs` is to show that the background density $\rho_a$ multiplies the increment by $e^{c\rho_a}$.

As first written in Lean, the proof fails:

```lean
import Mathlib

open Polynomial

namespace FiniteOrderEmbedding

noncomputable section

/-- The many-body increment of the embedding energy `F` over the neighbours `S` with densities
`ρ`: the alternating sum of `F` at the total density of each subset of `S`. -/
def increment {ι : Type*} (F : ℝ → ℝ) (ρ : ι → ℝ) (S : Finset ι) : ℝ :=
  ∑ T ∈ S.powerset, (-1 : ℝ) ^ (S.card + T.card) * F (∑ j ∈ T, ρ j)

variable {ι : Type*}

/-- Adding a neighbour `a` gives the difference between the increment in the background density
of `a` and the increment without it. -/
theorem increment_insert [DecidableEq ι] (F : ℝ → ℝ) (ρ : ι → ℝ) {a : ι} {S : Finset ι}
    (ha : a ∉ S) :
    increment F ρ (insert a S) =
      increment (fun y => F (ρ a + y)) ρ S - increment F ρ S := by
  unfold increment
  rw [Finset.sum_powerset_insert ha, ← Finset.sum_add_distrib, ← Finset.sum_sub_distrib]
  refine Finset.sum_congr rfl fun T hT => ?_
  have haT : a ∉ T := fun h => ha (Finset.mem_powerset.mp hT h)
  rw [Finset.card_insert_of_notMem ha, Finset.card_insert_of_notMem haT,
    Finset.sum_insert haT]
  ring

/-- The increment of an exponential embedding function is a product of one factor per
neighbour. -/
theorem increment_exp (c : ℝ) (ρ : ι → ℝ) (S : Finset ι) :
    increment (fun x => Real.exp (c * x)) ρ S = ∏ j ∈ S, (Real.exp (c * ρ j) - 1) := by
  classical
  induction S using Finset.induction_on with
  | empty => simp [increment]
  | insert a S ha ih =>
    have hs : increment (fun y => Real.exp (c * (ρ a + y))) ρ S =
        Real.exp (c * ρ a) * increment (fun x => Real.exp (c * x)) ρ S := by
      unfold increment
      rw [Finset.mul_sum]
      refine Finset.sum_congr rfl fun T _ => ?_
      rw [mul_add, Real.exp_add]
      ring
    rw [increment_insert _ _ ha, hs, ih, Finset.prod_insert ha]
    ring

end

end FiniteOrderEmbedding
```

The compiler's answer:

```
Main.lean:43:10: error: Tactic `rewrite` failed: Did not find an occurrence of the pattern
  ?a * (?b + ?c)
in the target expression
  (-1) ^ (S.card + T.card) * (fun y => Real.exp (c * (ρ a + y))) (∑ j ∈ T, ρ j) =
    Real.exp (c * ρ a) * ((-1) ^ (S.card + T.card) * (fun x => Real.exp (c * x)) (∑ j ∈ T, ρ j))

ι : Type u_1
c : ℝ
ρ : ι → ℝ
a : ι
S : Finset ι
ha : a ∉ S
ih : increment (fun x => Real.exp (c * x)) ρ S = ∏ j ∈ S, (Real.exp (c * ρ j) - 1)
T : Finset ι
x✝ : T ∈ S.powerset
⊢ (-1) ^ (S.card + T.card) * (fun y => Real.exp (c * (ρ a + y))) (∑ j ∈ T, ρ j) =
    Real.exp (c * ρ a) * ((-1) ^ (S.card + T.card) * (fun x => Real.exp (c * x)) (∑ j ∈ T, ρ j))
```

The one error is in the proof of `hs`, where `rw [mul_add, Real.exp_add]` finds no instance of `?a * (?b + ?c)`. The goal does show `c * (ρ a + y)`, but inside `fun y => Real.exp (c * (ρ a + y))`, a function written next to its argument `∑ j ∈ T, ρ j` and not yet evaluated there. Such terms are left when `unfold increment` puts the explicit functions in the place of `F`. Since `y` is bound by the `fun`, `rw` cannot use that product as an instance of the pattern, and no other term in the goal fits.

The added line `beta_reduce` carries out the evaluation, so that the left side contains `Real.exp (c * (ρ a + ∑ j ∈ T, ρ j))`, with no bound `y` in the product. Now `mul_add` distributes `c` over the sum, `Real.exp_add` splits the exponential into two factors, and `ring` reorders the factors to close the goal.

Fix (accepted with no message):

```diff
@@ -41,4 +41,5 @@
       rw [Finset.mul_sum]
       refine Finset.sum_congr rfl fun T _ => ?_
+      beta_reduce
       rw [mul_add, Real.exp_add]
       ring
```
